# The periodic energy of a neutral slab that fits in its cell is the isolated energy minus a dipole term

A slab is a finite family of uniformly charged sheets, with charge \(\sigma_i\) per unit area at height \(z_i\), repeated along its normal with period \(L>0\). Energies are per unit area in Gaussian units, and the periodic energy is a sum over the wave numbers \(G=2\pi m/L\) with the integer \(m\) nonzero.

```lean
import Mathlib

open Filter Topology
open scoped Real

namespace PeriodicSlabEnergy

noncomputable section

variable {ι : Type*} [Fintype ι]

/-- The wave number `G = 2πm/L` of a cell of length `L ≠ 0`. -/
def waveNumber (L : ℝ) (m : ℤ) : ℝ := 2 * π * m / L

/-- The structure factor `∑ σᵢ exp(-iGzᵢ)` of sheets with charges `σᵢ` at heights `zᵢ`. -/
def structureFactor (σ z : ι → ℝ) (G : ℝ) : ℂ :=
  ∑ i, (σ i : ℂ) * Complex.exp (((-(G * z i) : ℝ) : ℂ) * Complex.I)

/-- The periodic energy per unit area (Gaussian units) in a cell of length `L > 0`: the
reciprocal-space sum without the term `G = 0`. -/
def periodicEnergy (L : ℝ) (σ z : ι → ℝ) : ℝ :=
  2 * π / L * ∑' m : {m : ℤ // m ≠ 0},
    ‖structureFactor σ z (waveNumber L m)‖ ^ 2 / waveNumber L m ^ 2

/-- The energy per unit area of the sheets without periodic images,
from the one-dimensional Coulomb interaction `-2π|z|`. -/
def isolatedEnergy (σ z : ι → ℝ) : ℝ :=
  -π * ∑ i, ∑ j, σ i * σ j * |z i - z j|

/-- The dipole moment per unit area, `∑ σᵢzᵢ`. -/
def dipole (σ z : ι → ℝ) : ℝ := ∑ i, σ i * z i

/-- The squared modulus of the structure factor is a sum of cosines over pairs of sheets. -/
theorem norm_sq_structureFactor (σ z : ι → ℝ) (G : ℝ) :
    ‖structureFactor σ z G‖ ^ 2 = ∑ i, ∑ j, σ i * σ j * Real.cos (G * (z i - z j)) := by
  have hre : (structureFactor σ z G).re = ∑ i, σ i * Real.cos (G * z i) := by
    rw [structureFactor, Complex.re_sum]
    refine Finset.sum_congr rfl fun i _ => ?_
    rw [Complex.re_ofReal_mul, Complex.exp_ofReal_mul_I_re, Real.cos_neg]
  have him : (structureFactor σ z G).im = ∑ i, σ i * -Real.sin (G * z i) := by
    rw [structureFactor, Complex.im_sum]
    refine Finset.sum_congr rfl fun i _ => ?_
    rw [Complex.im_ofReal_mul, Complex.exp_ofReal_mul_I_im, Real.sin_neg]
  rw [Complex.sq_norm, Complex.normSq_apply, hre, him, Finset.sum_mul_sum,
    Finset.sum_mul_sum, ← Finset.sum_add_distrib]
  refine Finset.sum_congr rfl fun i _ => ?_
  rw [← Finset.sum_add_distrib]
  refine Finset.sum_congr rfl fun j _ => ?_
  rw [mul_sub, Real.cos_sub]
  ring

/-- The second Bernoulli polynomial is `x² - x + 1/6`. -/
theorem bernoulli_two_eval (x : ℝ) :
    (Polynomial.map (algebraMap ℚ ℝ) (Polynomial.bernoulli 2)).eval x = x ^ 2 - x + 1 / 6 := by
  have hb : bernoulli 2 = 1 / 6 := by
    rw [bernoulli_eq_bernoulli'_of_ne_one (by norm_num), bernoulli'_two]
  simp [Polynomial.bernoulli, Finset.sum_range_succ, hb, bernoulli_one]
  ring

/-- The periodic interaction of two sheets: for a separation `|d| ≤ L` in a cell of length
`L > 0`, the sum of `cos(Gd)/G²` over nonzero `G` is `L²/12 - L|d|/2 + d²/2`. -/
theorem hasSum_pair {L d : ℝ} (hL : 0 < L) (hd : |d| ≤ L) :
    HasSum (fun m : {m : ℤ // m ≠ 0} => Real.cos (waveNumber L m * d) / waveNumber L m ^ 2)
      (L ^ 2 / 12 - L * |d| / 2 + d ^ 2 / 2) := by
  have hx : |d| / L ∈ Set.Icc (0 : ℝ) 1 :=
    ⟨by positivity, (div_le_one hL).2 hd⟩
  -- the Fourier series of the second Bernoulli polynomial
  have h := hasSum_one_div_nat_pow_mul_cos (k := 1) one_ne_zero hx
  simp only [mul_one, bernoulli_two_eval] at h
  have h1 : HasSum (fun n : ℕ => 1 / (n : ℝ) ^ 2 * Real.cos (2 * π * n * (|d| / L)))
      (π ^ 2 * ((|d| / L) ^ 2 - |d| / L + 1 / 6)) := by
    convert h using 1
    have hf : ((Nat.factorial 2 : ℕ) : ℝ) = 2 := by norm_num [Nat.factorial]
    rw [hf]
    ring
  -- positive and negative wave numbers contribute equally
  let f : ℤ → ℝ := fun m => 1 / (m : ℝ) ^ 2 * Real.cos (2 * π * m * (|d| / L))
  have hf0 : f 0 = 0 := by simp [f]
  have h2 := HasSum.of_nat_of_neg (f := f) (by simpa [f] using h1) (by simpa [f] using h1)
  rw [hf0, sub_zero] at h2
  have hs : Function.support f ⊆ {m : ℤ | m ≠ 0} := by
    intro m hm
    change m ≠ 0
    rintro rfl
    exact Function.mem_support.1 hm hf0
  have h3 : HasSum (fun m : {m : ℤ // m ≠ 0} => f m) _ :=
    (hasSum_subtype_iff_of_support_subset hs).2 h2
  have h4 := h3.mul_left (L ^ 2 / (4 * π ^ 2))
  have hπ : π ≠ 0 := Real.pi_ne_zero
  have hfun : (fun m : {m : ℤ // m ≠ 0} =>
      Real.cos (waveNumber L m * d) / waveNumber L m ^ 2)
      = fun m : {m : ℤ // m ≠ 0} => L ^ 2 / (4 * π ^ 2) * f m := by
    funext m
    have hc : Real.cos (waveNumber L m * d) = Real.cos (2 * π * (m : ℤ) * (|d| / L)) := by
      rcases abs_choice d with h | h
      · rw [h]
        congr 1
        unfold waveNumber
        ring
      · rw [h, ← Real.cos_neg]
        congr 1
        unfold waveNumber
        ring
    simp only [f]
    rw [hc]
    unfold waveNumber
    rw [div_pow, div_div_eq_mul_div]
    ring
  have hval : L ^ 2 / 12 - L * |d| / 2 + d ^ 2 / 2 = L ^ 2 / (4 * π ^ 2) *
      (π ^ 2 * ((|d| / L) ^ 2 - |d| / L + 6⁻¹) + π ^ 2 * ((|d| / L) ^ 2 - |d| / L + 6⁻¹)) := by
    rw [← sq_abs d]
    field_simp
    ring
  rw [hfun, hval]
  exact h4

/-- The reciprocal-space sum converges for every slab no thicker than the cell length `L > 0`,
and equals a sum over pairs of sheets. -/
theorem hasSum_structureFactor {L : ℝ} (hL : 0 < L) (σ z : ι → ℝ)
    (hz : ∀ i j, |z i - z j| ≤ L) :
    HasSum (fun m : {m : ℤ // m ≠ 0} =>
        ‖structureFactor σ z (waveNumber L m)‖ ^ 2 / waveNumber L m ^ 2)
      (∑ i, ∑ j, σ i * σ j * (L ^ 2 / 12 - L * |z i - z j| / 2 + (z i - z j) ^ 2 / 2)) := by
  simp only [norm_sq_structureFactor, Finset.sum_div, mul_div_assoc]
  refine hasSum_sum fun i _ => hasSum_sum fun j _ => ?_
  simpa only [mul_div_assoc] using (hasSum_pair hL (hz i j)).mul_left (σ i * σ j)

/-- The periodic energy of any slab, charged or neutral, no thicker than the cell length `L > 0`:
the isolated energy, a dipole term, and two terms that carry the total charge. -/
theorem periodicEnergy_eq {L : ℝ} (hL : 0 < L) (σ z : ι → ℝ)
    (hz : ∀ i j, |z i - z j| ≤ L) :
    periodicEnergy L σ z = isolatedEnergy σ z - 2 * π * dipole σ z ^ 2 / L
      + 2 * π / L * (∑ i, σ i) * (∑ i, σ i * z i ^ 2) + π * L * (∑ i, σ i) ^ 2 / 6 := by
  -- separate the pair sum into moments of the charge distribution
  have e : ∀ i j, σ i * σ j * (L ^ 2 / 12 - L * |z i - z j| / 2 + (z i - z j) ^ 2 / 2)
      = L ^ 2 / 12 * (σ i * σ j) - L / 2 * (σ i * σ j * |z i - z j|)
        + 1 / 2 * (σ i * (σ j * z j ^ 2)) + 1 / 2 * ((σ i * z i ^ 2) * σ j)
        - (σ i * z i) * (σ j * z j) := fun i j => by ring
  have key : ∑ i, ∑ j, σ i * σ j * (L ^ 2 / 12 - L * |z i - z j| / 2 + (z i - z j) ^ 2 / 2)
      = L ^ 2 / 12 * (∑ i, σ i) ^ 2 - L / 2 * (∑ i, ∑ j, σ i * σ j * |z i - z j|)
        + (∑ i, σ i) * (∑ i, σ i * z i ^ 2) - (∑ i, σ i * z i) ^ 2 := by
    simp only [e, Finset.sum_add_distrib, Finset.sum_sub_distrib, ← Finset.mul_sum,
      ← Finset.sum_mul]
    ring
  rw [periodicEnergy, (hasSum_structureFactor hL σ z hz).tsum_eq, key]
  unfold isolatedEnergy dipole
  generalize (∑ i, ∑ j, σ i * σ j * |z i - z j|) = W
  generalize (∑ i, σ i * z i ^ 2) = M
  generalize (∑ i, σ i * z i) = p
  generalize (∑ i, σ i) = Q
  field_simp
  ring

/-- For a neutral slab no thicker than the cell length `L > 0`, the periodic energy is
the isolated energy minus `2πp²/L`, with `p` the dipole moment per unit area. -/
theorem periodicEnergy_neutral {L : ℝ} (hL : 0 < L) (σ z : ι → ℝ)
    (hz : ∀ i j, |z i - z j| ≤ L) (hQ : ∑ i, σ i = 0) :
    periodicEnergy L σ z = isolatedEnergy σ z - 2 * π * dipole σ z ^ 2 / L := by
  rw [periodicEnergy_eq hL σ z hz, hQ]
  ring

/-- For a neutral slab no thicker than the cell length `L > 0`, the periodic and isolated
energies agree exactly when the dipole moment vanishes. -/
theorem periodicEnergy_eq_isolated_iff {L : ℝ} (hL : 0 < L) (σ z : ι → ℝ)
    (hz : ∀ i j, |z i - z j| ≤ L) (hQ : ∑ i, σ i = 0) :
    periodicEnergy L σ z = isolatedEnergy σ z ↔ dipole σ z = 0 := by
  rw [periodicEnergy_neutral hL σ z hz hQ]
  constructor
  · intro h
    by_contra hp
    have : 0 < 2 * π * dipole σ z ^ 2 / L := by positivity
    linarith
  · intro h
    simp [h]

/-- The periodic energy of a neutral slab tends to its isolated energy as the cell length,
and with it the vacuum, grows without bound. -/
theorem tendsto_periodicEnergy (σ z : ι → ℝ) (hQ : ∑ i, σ i = 0) :
    Tendsto (fun L => periodicEnergy L σ z) atTop (𝓝 (isolatedEnergy σ z)) := by
  have h : Tendsto (fun L : ℝ => isolatedEnergy σ z - 2 * π * dipole σ z ^ 2 / L) atTop
      (𝓝 (isolatedEnergy σ z - 0)) :=
    tendsto_const_nhds.sub (tendsto_const_nhds.div_atTop tendsto_id)
  rw [sub_zero] at h
  -- the cell eventually contains the whole slab
  have hev : ∀ᶠ L : ℝ in atTop, ∀ i j, |z i - z j| ≤ L :=
    eventually_all.2 fun i => eventually_all.2 fun j => eventually_ge_atTop _
  refine h.congr' ?_
  filter_upwards [eventually_gt_atTop (0 : ℝ), hev] with L hL hz
  exact (periodicEnergy_neutral hL σ z hz hQ).symm

/-- The dipole moment of a neutral slab no thicker than `L > 0` is bounded by its isolated
energy: `2πp² ≤ L` times that energy. -/
theorem dipole_sq_le {L : ℝ} (hL : 0 < L) (σ z : ι → ℝ)
    (hz : ∀ i j, |z i - z j| ≤ L) (hQ : ∑ i, σ i = 0) :
    2 * π * dipole σ z ^ 2 ≤ L * isolatedEnergy σ z := by
  -- every term of the reciprocal-space sum is nonnegative
  have h0 : 0 ≤ periodicEnergy L σ z :=
    mul_nonneg (by positivity) (tsum_nonneg fun m => by positivity)
  rw [periodicEnergy_neutral hL σ z hz hQ] at h0
  have h1 : 2 * π * dipole σ z ^ 2 / L ≤ isolatedEnergy σ z := by linarith
  rw [div_le_iff₀ hL] at h1
  linarith

/-- Two plates with charges `-s` and `s` per unit area at distance `d = |b - a| ≤ L`, in a cell
of length `L > 0`, have periodic energy `2πs²d(1 - d/L)`. -/
theorem periodicEnergy_capacitor {L a b : ℝ} (s : ℝ) (hL : 0 < L) (h : |b - a| ≤ L) :
    periodicEnergy L ![-s, s] ![a, b] = 2 * π * s ^ 2 * |b - a| * (1 - |b - a| / L) := by
  have h' : |a - b| ≤ L := by rwa [abs_sub_comm]
  have hz : ∀ i j : Fin 2, |(![a, b] : Fin 2 → ℝ) i - (![a, b] : Fin 2 → ℝ) j| ≤ L := by
    intro i j
    fin_cases i <;> fin_cases j <;> simp [hL.le, h, h']
  rw [periodicEnergy_neutral hL _ _ hz (by simp [Fin.sum_univ_two])]
  simp only [isolatedEnergy, dipole, Fin.sum_univ_two, Matrix.cons_val_zero,
    Matrix.cons_val_one, sub_self, abs_zero, abs_sub_comm a b]
  have hp : (-s * a + s * b) ^ 2 = s ^ 2 * |b - a| ^ 2 := by
    rw [sq_abs]
    ring
  rw [hp]
  ring

end

end PeriodicSlabEnergy
```

```lean
#print axioms PeriodicSlabEnergy.periodicEnergy_neutral
-- 'PeriodicSlabEnergy.periodicEnergy_neutral' depends on axioms: [propext, Classical.choice, Quot.sound]
#print axioms PeriodicSlabEnergy.periodicEnergy_eq_isolated_iff
-- 'PeriodicSlabEnergy.periodicEnergy_eq_isolated_iff' depends on axioms: [propext, Classical.choice, Quot.sound]
#print axioms PeriodicSlabEnergy.dipole_sq_le
-- 'PeriodicSlabEnergy.dipole_sq_le' depends on axioms: [propext, Classical.choice, Quot.sound]
#print axioms PeriodicSlabEnergy.periodicEnergy_capacitor
-- 'PeriodicSlabEnergy.periodicEnergy_capacitor' depends on axioms: [propext, Classical.choice, Quot.sound]
```

## Two energies for the same sheets

The structure factor is \(S(G)=\sum_i\sigma_i e^{-iGz_i}\), written `structureFactor σ z G`. The Coulomb kernel in reciprocal space is \(4\pi/G^2\), and with the factor \(1/2\) for double counting the periodic energy is

\[
E_L=\frac{2\pi}{L}\sum_{m\neq0}\frac{|S(G)|^2}{G^2}.
\]

This is `periodicEnergy L σ z`; the subtype `{m : ℤ // m ≠ 0}` leaves out \(G=0\). For a charged slab, the omission amounts to adding a uniform neutralising background. For a neutral slab, it selects the solution whose potential is periodic, so that the average field over the cell is zero.

Without images, a sheet of charge \(\sigma\) produces the potential \(-2\pi\sigma|z|\) at distance \(|z|\). Half the sum over ordered pairs gives `isolatedEnergy σ z`,

\[
E_\infty=-\pi\sum_{i,j}\sigma_i\sigma_j|z_i-z_j|.
\]

Write \(Q=\sum_i\sigma_i\) for the total charge, \(p=\sum_i\sigma_iz_i\) for the dipole moment per unit area (`dipole σ z`), and \(M=\sum_i\sigma_iz_i^2\).

## What is proved for charged and neutral slabs

The hypothesis `hz` says that \(|z_i-z_j|\le L\) for all pairs: the slab is no thicker than the cell. Sheets in \([0,L)\) satisfy it. Under this condition `periodicEnergy_eq` states

\[
E_L=E_\infty-\frac{2\pi p^2}{L}+\frac{2\pi}{L}QM+\frac{\pi LQ^2}{6}.
\]

For a single sheet of charge \(\sigma\), the isolated energy is zero and the two middle terms cancel. What remains is \(\pi L\sigma^2/6\), which for \(\sigma\neq0\) diverges as the vacuum grows.

With neutrality, the hypothesis `hQ`, only the first two terms survive:

\[
E_L=E_\infty-\frac{2\pi p^2}{L}.
\]

This is `periodicEnergy_neutral`. Four results follow.

- The two energies agree at finite \(L\) exactly when \(p=0\) (`periodicEnergy_eq_isolated_iff`).
- For fixed sheets, \(E_L\to E_\infty\) as \(L\to\infty\) (`tendsto_periodicEnergy`). No thickness hypothesis is needed, because a large enough cell contains any finite family.
- The dipole obeys \(2\pi p^2\le L E_\infty\) (`dipole_sq_le`). The isolated energy does not depend on \(L\), so for a slab of nonzero thickness the sharpest choice of \(L\) is the thickness itself.
- Plates with charges \(-s\) and \(s\) at distance \(d\le L\) have \(E_L=2\pi s^2d(1-d/L)\) (`periodicEnergy_capacitor`).

The capacitor also shows why the thickness has to be limited. For \(s\ne0\) and \(d>L\) the last expression would be negative, whereas \(E_L\) is a sum of nonnegative terms.

The model has finitely many sheets with fixed charges and no structure within the planes. Continuous densities, lateral Fourier components and the response of the charges to the field lie beyond it.

## From the structure factor to the dipole term

First expand the square. The real part of \(S(G)\) is \(\sum_i\sigma_i\cos Gz_i\) and the imaginary part is \(-\sum_i\sigma_i\sin Gz_i\). Adding their squares and using \(\cos a\cos b+\sin a\sin b=\cos(a-b)\) gives

\[
|S(G)|^2=\sum_{i,j}\sigma_i\sigma_j\cos\bigl(G(z_i-z_j)\bigr).
\]

Each pair therefore needs the sum of \(\cos(Gd)/G^2\) with \(d=z_i-z_j\). Consider \(B(x)=x^2-x+\tfrac16\) on \([0,1]\). Its mean is \(\tfrac13-\tfrac12+\tfrac16=0\), and its sine coefficients vanish because \(B(x)=B(1-x)\). Two integrations by parts give, for \(n\ge1\),

\[
2\int_0^1B(x)\cos(2\pi nx)\,dx=\frac{1}{\pi^2n^2}.
\]

Since \(B(0)=B(1)\), the periodic extension is continuous. The coefficients are absolutely summable, so the series equals \(B\) at every point:

\[
\sum_{n\ge1}\frac{\cos(2\pi nx)}{n^2}=\pi^2\left(x^2-x+\tfrac16\right),\qquad 0\le x\le1.
\]

Set \(x=|d|/L\), which lies in \([0,1]\) by the thickness condition. The terms \(m\) and \(-m\) are equal, and \(1/G^2=L^2/(4\pi^2m^2)\). Hence

\[
\sum_{m\ne0}\frac{\cos(Gd)}{G^2}
=\frac{L^2}{2}\left(\frac{d^2}{L^2}-\frac{|d|}{L}+\frac16\right)
=\frac{L^2}{12}-\frac{L|d|}{2}+\frac{d^2}{2}.
\]

Now sum over pairs with weights \(\sigma_i\sigma_j\). The constant gives \(L^2Q^2/12\), and the linear term gives \(-\tfrac L2\sum_{i,j}\sigma_i\sigma_j|z_i-z_j|\). The quadratic term gives

\[
\frac12\sum_{i,j}\sigma_i\sigma_j(z_i^2-2z_iz_j+z_j^2)=QM-p^2.
\]

Multiplication by \(2\pi/L\) yields the general formula, and \(Q=0\) yields the neutral one.

The dipole term can also be read off at small \(G\). For a neutral slab \(S(G)\approx-iGp\), so \(|S(G)|^2/G^2\to p^2\) as \(G\to0\). The limiting value of the omitted term is thus \(2\pi p^2/L\), exactly the difference between the two energies.

## The same steps in Lean

`norm_sq_structureFactor` computes the real and imaginary parts separately, as `hre` and `him`, and combines them with `Real.cos_sub`. `bernoulli_two_eval` identifies Mathlib's second Bernoulli polynomial with \(B\).

`hasSum_pair` takes the Fourier series from Mathlib's `hasSum_one_div_nat_pow_mul_cos` at `k := 1`. `HasSum.of_nat_of_neg` joins the positive and negative integers; the value at \(m=0\) does no harm, since Lean's division by zero returns zero. The sum is then restricted to nonzero integers and rescaled by \(L^2/(4\pi^2)\). The case split `abs_choice` replaces \(d\) by \(|d|\) inside the cosine, which is even.

`hasSum_structureFactor` adds these series over the finitely many pairs. Its conclusion is a `HasSum`, so it establishes convergence together with the value. In `periodicEnergy_eq`, the identity `e` splits each pair term and `key` collects the moments. The moments are then replaced by plain variables, and `field_simp` and `ring` finish the algebra.

The neutral formula is a substitution. The equivalence with \(p=0\) holds because \(2\pi p^2/L\) is positive for any other \(p\). For the limit, the neutral formula is used once \(L\) is positive and exceeds every separation. The dipole bound comes from `tsum_nonneg`, the nonnegativity of the reciprocal sum. The capacitor proof checks the four pairs of plates and inserts \(p^2=s^2d^2\).

## The dipole correction in a plane-wave slab calculation

A plane-wave calculation of a surface places the slab in a periodic cell with vacuum and evaluates the electrostatic energy with the \(G=0\) term dropped. The sheets stand for the total charge density, nuclei and electrons, averaged over planes parallel to the surface: if the nuclear charges are smeared over several grid spacings, \(\sigma_i\) on grid planes with spacing \(h\) is the averaged density at \(z_i\) times \(h\). In this model of finitely many fixed sheets, the isolated energy of a neutral slab is recovered by adding \(2\pi p^2/L\) per unit area. For a cell of lateral area \(A\), volume \(V=AL\) and total dipole \(P=pA\), the addition is \(2\pi P^2/V\).

When the electrons are relaxed self-consistently, the correction also enters the potential. Its derivative with respect to the charge at height \(z\) is \(4\pi pz/L\), a linear ramp whose jump is placed in the vacuum.

The size of the effect follows from the capacitor. Plates that occupy a quarter of the cell have three quarters of their isolated energy, and doubling the cell length raises this to seven eighths.

The heights must be taken from a window that doesn't cut the slab. In a neutral slab that fits in its cell, moving a charged lowest sheet up by \(L\) leaves every \(S(G)\) in the sum unchanged but alters \(p\), and with it \(E_\infty\) unless \(p\) merely changes sign. For the capacitor, the separations \(d\) and \(L-d\) have the same periodic energy, and the window decides which of the two isolated capacitors the correction recovers.
